# The transcorrelated expansion ends at second order when the potential and every $[p_i,t]$ commute with the correlator

To set up a transcorrelated calculation, one lists the operators whose integrals are needed for $e^{-t}He^{t}$. If the kinetic energy is quadratic in the momenta, and the potential and the correlator $t$ are both functions of the positions, the list is short: the Hamiltonian $H$, one commutator with $t$, and half of a double commutator. Stopping there is not a truncation, because the remaining terms of the commutator expansion are zero.

## Momenta, a local potential and a correlator

Take the Hamiltonian

$$H=\sum_i p_i^2+V,$$

in units where $\hbar$ and twice the mass are both one. The index $i$ runs over a finite set, for instance all Cartesian coordinates of all electrons. Write $[a,b]=ab-ba$ and $d_i=[p_i,t]$. Two conditions are imposed:

- $[V,t]=0$. This holds when $V$ and $t$ both multiply by functions of position. A nonlocal pseudopotential generally violates it.
- $[d_i,t]=0$ for every $i$. For $p_i=-i\partial_i$, where the prefactor $i$ is the imaginary unit, $d_i$ multiplies by $-i\,\partial_i t$, which is again a function of position. A correlator that contains momenta generally violates this condition.

For the transformed Hamiltonian we also need the Jastrow factor $G$, which plays the part of $e^t$. It is described by a left inverse $G^{-1}$ and the rules $[p_i,G]=G\,d_i$ and $[V,G]=0$. The first rule is the chain rule for differentiating $e^t$; the second says that the potential commutes with the Jastrow factor.

## What the theorems state

The operators are elements of an arbitrary ring `R`, and the index set `ι` is finite. Unbounded momenta are therefore allowed, provided that all operators involved map one common domain into itself. For Coulomb potentials and correlators with cusps, such a domain would have to be supplied separately.

In Lean, `comm a b` is $[a,b]$, `hamiltonian p V` is $H$, and `nested H t n` is the commutator of $H$ with $n$ factors of $t$. The hypotheses `hV` and `hd` are the two conditions above. Under them:

- `double_comm` states $[[H,t],t]=2\sum_i d_i^2$.
- `nested_eq_zero` states that the nested commutator with $n+3$ factors of $t$ vanishes for every natural number $n$.
- `transcorrelated_hamiltonian` adds the rules for $G$ and states
$$G^{-1}HG=H+[H,t]+\tfrac12[[H,t],t].$$

The last theorem needs rational multiples in the ring, because of the factor $\tfrac12$. The exponential itself is not constructed: the rules for $G$ are hypotheses.

For smooth periodic potentials and correlators, the identity gives the complete transformed Hamiltonian for finitely many coordinates, with the smooth periodic functions as common domain. The Coulomb repulsion of the electron gas is not smooth, so the caveat about domains applies there. If $t$ is a sum of pair functions, the gradient with respect to one electron is a sum over its partners, so its square involves at most three electrons at a time; this count of bodies is an informal addition to the algebra in the file.

## From one commutator to the full transformation

Start with a single momentum. Adding and subtracting $p_i t p_i$ gives

$$[p_i^2,t]=p_i(p_it-tp_i)+(p_it-tp_i)p_i=p_id_i+d_ip_i.$$

Since $[V,t]=0$, summation yields

$$[H,t]=\sum_i(p_id_i+d_ip_i).$$

Commute once more with $t$, using the product rule:

$$[p_id_i+d_ip_i,t]=p_i[d_i,t]+[p_i,t]d_i+d_i[p_i,t]+[d_i,t]p_i.$$

The outer two terms vanish and the inner two are each $d_i^2$. Hence

$$[[H,t],t]=2\sum_i d_i^2.$$

Because $d_it=td_i$, we have $d_i^2t=d_itd_i=td_i^2$. The double commutator therefore commutes with $t$, and the triple commutator is zero. Every later one is $[0,t]=0$.

For the transformation by $G$, rewrite the chain rule as

$$p_iG=Gp_i+Gd_i=G(p_i+d_i).$$

Applying it twice gives $p_i^2G=p_iG(p_i+d_i)=G(p_i+d_i)^2$. Multiplication by $G^{-1}$ from the left gives $G^{-1}p_i^2G=(p_i+d_i)^2$, and likewise $G^{-1}VG=G^{-1}GV=V$. Therefore

$$G^{-1}HG=\sum_i\left(p_i^2+p_id_i+d_ip_i+d_i^2\right)+V.$$

The terms $p_i^2$ together with $V$ form $H$, the mixed terms form $[H,t]$, and the squares form $\tfrac12[[H,t],t]$.

## Polynomials and a three-level example

Let $p_i=-i\partial_i$ act on complex polynomials, and let $V$ and $t$ multiply by polynomials $v$ and $\tau$. For any polynomial $f$,

$$[p_i,\tau]f=-i\,\partial_i(\tau f)+i\,\tau\,\partial_if=-i(\partial_i\tau)f.$$

Both commutation conditions hold, since multiplications by polynomials commute. With $d_i^2=-(\partial_i\tau)^2$, the double commutator is multiplication by $-2\sum_i(\partial_i\tau)^2$. This is `polynomial_witness`. It concerns the commutators only, since the exponential of a nonconstant polynomial is not a polynomial. The polynomials $f$ serve to test the algebra and are not physical states: in one or more coordinates, a nonzero polynomial is not square-integrable over all space.

The rules for $G$ are illustrated by $3\times3$ matrices. With $P=\mathrm{diag}(2,1,0)$ and $T$ the shift matrix with ones just above the diagonal, $[P,T]=T$ and $T^3=0$. The exponential series of $T$ stops, giving $J=1+T+T^2/2$. Then

$$[P,J]=T+T^2=JT=J[P,T].$$

Taking $T$ as the potential as well, the double commutator of $P^2+T$ is $2T^2$, whose only nonzero entry is a 2 in the upper right corner. The second-order term is thus really present in this example. The matrices test the algebra and are not a physical model: $T$ is not Hermitian.

## The Lean file

```lean
import Mathlib

open Finset

namespace TranscorrelatedExpansion

noncomputable section

variable {R ι : Type*} [Ring R] [Fintype ι]

/-- The commutator `[a, b] = ab - ba` of two operators. -/
def comm (a b : R) : R := a * b - b * a

/-- The Hamiltonian `∑ pᵢ² + V`, in units where twice the mass is one. -/
def hamiltonian (p : ι → R) (V : R) : R := ∑ i, p i ^ 2 + V

/-- The nested commutator `[...[[H, t], t]..., t]` with `n` factors of `t`. -/
def nested (H t : R) : ℕ → R
  | 0 => H
  | n + 1 => comm (nested H t n) t

/-- The commutator with `t` is additive over a finite sum of operators. -/
theorem comm_sum (f : ι → R) (t : R) : comm (∑ i, f i) t = ∑ i, comm (f i) t := by
  simp only [comm, Finset.sum_mul, Finset.mul_sum, Finset.sum_sub_distrib]

/-- If the potential commutes with the correlator, the first commutator is
`[H, t] = ∑ (pᵢ dᵢ + dᵢ pᵢ)` with `dᵢ = [pᵢ, t]`. -/
theorem comm_hamiltonian (p : ι → R) {V t : R} (hV : comm V t = 0) :
    comm (hamiltonian p V) t = ∑ i, (p i * comm (p i) t + comm (p i) t * p i) := by
  have hadd : ∀ a b : R, comm (a + b) t = comm a t + comm b t := by
    intro a b
    simp only [comm]
    noncomm_ring
  rw [hamiltonian, hadd, hV, add_zero, comm_sum]
  refine Finset.sum_congr rfl fun i _ => ?_
  simp only [comm]
  noncomm_ring

/-- If `V` and all `dᵢ = [pᵢ, t]` commute with `t`, the double commutator is
`[[H, t], t] = 2 ∑ dᵢ²`. -/
theorem double_comm (p : ι → R) {V t : R} (hV : comm V t = 0)
    (hd : ∀ i, comm (comm (p i) t) t = 0) :
    comm (comm (hamiltonian p V) t) t = 2 * ∑ i, comm (p i) t ^ 2 := by
  -- the product rule for the commutator with `t`
  have key : ∀ a d : R, comm (a * d + d * a) t
      = a * comm d t + comm a t * d + d * comm a t + comm d t * a := by
    intro a d
    simp only [comm]
    noncomm_ring
  rw [comm_hamiltonian p hV, comm_sum, Finset.mul_sum]
  refine Finset.sum_congr rfl fun i _ => ?_
  rw [key, hd i, mul_zero, zero_mul, zero_add, add_zero, two_mul, pow_two]

/-- If `V` and all `[pᵢ, t]` commute with `t`, every nested commutator of the Hamiltonian `H` with
three or more factors of `t` vanishes. -/
theorem nested_eq_zero (p : ι → R) {V t : R} (hV : comm V t = 0)
    (hd : ∀ i, comm (comm (p i) t) t = 0) (n : ℕ) :
    nested (hamiltonian p V) t (n + 3) = 0 := by
  induction n with
  | zero =>
    change comm (comm (comm (hamiltonian p V) t) t) t = 0
    rw [double_comm p hV hd]
    -- the sum of squares commutes with the correlator
    have hc : Commute (∑ i, comm (p i) t ^ 2) t := by
      refine Commute.sum_left _ _ _ fun i _ => ?_
      have h : Commute (comm (p i) t) t := sub_eq_zero.mp (hd i)
      exact h.pow_left 2
    rw [two_mul]
    exact sub_eq_zero.mpr (hc.add_left hc).eq
  | succ n ih =>
    change comm (nested (hamiltonian p V) t (n + 3)) t = 0
    rw [ih]
    simp [comm]

/-- If `[a, G] = G d`, the similarity transformation by `G` shifts `a` to `a + d`. -/
theorem jastrow_shift {G Ginv a d : R} (hG : Ginv * G = 1) (h : comm a G = G * d) :
    Ginv * a * G = a + d := by
  have h1 : a * G = G * (a + d) := by
    rw [mul_add, ← h, comm]
    abel
  rw [mul_assoc, h1, ← mul_assoc, hG, one_mul]

/-- If `[a, G] = G d`, the similarity transformation by `G` turns `a²` into `(a + d)²`. -/
theorem jastrow_shift_sq {G Ginv a d : R} (hG : Ginv * G = 1) (h : comm a G = G * d) :
    Ginv * a ^ 2 * G = (a + d) ^ 2 := by
  have h1 : a * G = G * (a + d) := by
    rw [mul_add, ← h, comm]
    abel
  calc Ginv * a ^ 2 * G = Ginv * a * (a * G) := by simp only [pow_two, mul_assoc]
    _ = Ginv * a * G * (a + d) := by rw [h1]; simp only [mul_assoc]
    _ = (a + d) ^ 2 := by rw [jastrow_shift hG h, pow_two]

/-- Let `V` and all `[pᵢ, t]` commute with `t`. If `G` has the left inverse `Ginv`, commutes with
`V` and obeys the exponential rule `[pᵢ, G] = G [pᵢ, t]`, then the transcorrelated Hamiltonian is
exactly `H + [H, t] + ½ [[H, t], t]`. -/
theorem transcorrelated_hamiltonian [Algebra ℚ R] (p : ι → R) {V t G Ginv : R}
    (hV : comm V t = 0) (hd : ∀ i, comm (comm (p i) t) t = 0)
    (hG : Ginv * G = 1) (hp : ∀ i, comm (p i) G = G * comm (p i) t)
    (hVG : comm V G = 0) :
    Ginv * hamiltonian p V * G = hamiltonian p V + comm (hamiltonian p V) t
      + (1 / 2 : ℚ) • comm (comm (hamiltonian p V) t) t := by
  have hVs : Ginv * V * G = V := by
    have h := jastrow_shift (d := 0) hG (by rw [hVG, mul_zero])
    rwa [add_zero] at h
  have hhalf : ∀ S : R, (1 / 2 : ℚ) • (2 * S) = S := by
    intro S
    rw [two_mul, ← two_smul ℚ S, smul_smul]
    norm_num
  -- each momentum is shifted by its own `dᵢ`
  have hL : Ginv * hamiltonian p V * G = ∑ i, (p i + comm (p i) t) ^ 2 + V := by
    rw [hamiltonian, mul_add, add_mul, hVs, Finset.mul_sum, Finset.sum_mul]
    congr 1
    exact Finset.sum_congr rfl fun i _ => jastrow_shift_sq hG (hp i)
  have hS : ∑ i, (p i + comm (p i) t) ^ 2 = ∑ i, p i ^ 2
      + ∑ i, (p i * comm (p i) t + comm (p i) t * p i) + ∑ i, comm (p i) t ^ 2 := by
    rw [← Finset.sum_add_distrib, ← Finset.sum_add_distrib]
    refine Finset.sum_congr rfl fun i _ => ?_
    generalize comm (p i) t = d
    noncomm_ring
  rw [hL, double_comm p hV hd, hhalf, comm_hamiltonian p hV, hS, hamiltonian]
  abel

/-- The momentum operator `-i ∂ᵢ` on complex polynomials in the coordinates. -/
def momentum (i : ι) : Module.End ℂ (MvPolynomial ι ℂ) :=
  (-Complex.I) • (MvPolynomial.pderiv i).toLinearMap

/-- Multiplication by a polynomial function of the coordinates. -/
def multOp (a : MvPolynomial ι ℂ) : Module.End ℂ (MvPolynomial ι ℂ) :=
  Algebra.lmul ℂ (MvPolynomial ι ℂ) a

omit [Fintype ι] in
/-- The commutator of `-i ∂ᵢ` with multiplication by `τ` is multiplication by `-i ∂ᵢτ`. -/
theorem comm_momentum (i : ι) (τ : MvPolynomial ι ℂ) :
    comm (momentum i) (multOp τ) = multOp ((-Complex.I) • MvPolynomial.pderiv i τ) := by
  refine LinearMap.ext fun f => ?_
  change (-Complex.I) • MvPolynomial.pderiv i (τ * f)
    - τ * ((-Complex.I) • MvPolynomial.pderiv i f)
    = ((-Complex.I) • MvPolynomial.pderiv i τ) * f
  rw [Derivation.leibniz]
  simp only [smul_eq_mul, MvPolynomial.smul_eq_C_mul]
  ring

/-- For momenta `-i ∂ᵢ`, a polynomial potential `v` and a polynomial correlator `τ`, the
commutation conditions hold and `[[H, τ], τ]` is multiplication by `-2 ∑ (∂ᵢτ)²`. -/
theorem polynomial_witness (v τ : MvPolynomial ι ℂ) :
    comm (multOp v) (multOp τ) = 0 ∧
    (∀ i, comm (comm (momentum i) (multOp τ)) (multOp τ) = 0) ∧
    comm (comm (hamiltonian momentum (multOp v)) (multOp τ)) (multOp τ)
      = multOp (-2 * ∑ i, MvPolynomial.pderiv i τ ^ 2) := by
  have hm : ∀ a b : MvPolynomial ι ℂ, comm (multOp a) (multOp b) = 0 := by
    intro a b
    simp only [comm, multOp, ← map_mul]
    rw [mul_comm a b, sub_self]
  have hd : ∀ i, comm (comm (momentum i) (multOp τ)) (multOp τ) = 0 := by
    intro i
    rw [comm_momentum, hm]
  refine ⟨hm v τ, hd, ?_⟩
  have hsq : ∀ i, comm (momentum i) (multOp τ) ^ 2
      = multOp (-(MvPolynomial.pderiv i τ ^ 2)) := by
    intro i
    rw [comm_momentum, multOp, ← map_pow, smul_pow, neg_sq, Complex.I_sq, neg_one_smul]
    rfl
  rw [double_comm momentum (hm v τ) hd, Finset.sum_congr rfl fun i _ => hsq i]
  simp only [multOp, ← map_sum]
  rw [two_mul, ← map_add]
  congr 1
  rw [Finset.sum_neg_distrib]
  ring

/-- A diagonal three-level matrix in the role of the momentum. -/
def P : Matrix (Fin 3) (Fin 3) ℚ := !![2, 0, 0; 0, 1, 0; 0, 0, 0]

/-- A three-level shift matrix in the role of the correlator. -/
def T : Matrix (Fin 3) (Fin 3) ℚ := !![0, 1, 0; 0, 0, 1; 0, 0, 0]

/-- The matrix `1 + T + T²/2`, written out, in the role of the Jastrow factor. -/
def J : Matrix (Fin 3) (Fin 3) ℚ := !![1, 1, 1 / 2; 0, 1, 1; 0, 0, 1]

/-- The matrix `1 - T + T²/2`, written out. -/
def Jinv : Matrix (Fin 3) (Fin 3) ℚ := !![1, -1, 1 / 2; 0, 1, -1; 0, 0, 1]

/-- The matrices `P`, `T`, `J`, `Jinv`, with potential `T`, meet all conditions on the Jastrow
factor, and `[[P² + T, T], T]` is a nonzero matrix. -/
theorem jastrow_witness :
    comm T T = 0 ∧ comm (comm P T) T = 0 ∧ Jinv * J = 1 ∧
    comm P J = J * comm P T ∧ comm T J = 0 ∧
    comm (comm (P ^ 2 + T) T) T = !![0, 0, 2; 0, 0, 0; 0, 0, 0] := by
  refine ⟨sub_self _, ?_, ?_, ?_, ?_, ?_⟩ <;> ext i j <;> fin_cases i <;> fin_cases j <;>
    simp [comm, P, T, J, Jinv, pow_two, Matrix.mul_apply, Fin.sum_univ_three] <;> norm_num

end

end TranscorrelatedExpansion
```

```lean
#print axioms TranscorrelatedExpansion.nested_eq_zero
#print axioms TranscorrelatedExpansion.transcorrelated_hamiltonian
```

```
'TranscorrelatedExpansion.nested_eq_zero' depends on axioms: [propext, Classical.choice, Quot.sound]
'TranscorrelatedExpansion.transcorrelated_hamiltonian' depends on axioms: [propext, Classical.choice, Quot.sound]
```

## How the proof follows the algebra

**The commutators.** `comm_sum` moves the commutator inside a finite sum. In `comm_hamiltonian`, the auxiliary statement `hadd` separates the potential, `hV` removes it, and `noncomm_ring` checks the identity for $[p_i^2,t]$ without exchanging any factors. In `double_comm`, the product rule appears as `key`; rewriting with `hd i` removes the two outer terms and leaves $2d_i^2$.

**Termination.** `nested_eq_zero` is an induction on `n`. The base case is the triple commutator. There `Commute.sum_left` reduces the claim to a single square, and `h.pow_left 2` passes from $d_i$ commuting with $t$ to $d_i^2$ commuting with $t$. The induction step is $[0,t]=0$.

**The Jastrow factor.** `jastrow_shift` proves $G^{-1}aG=a+d$ from $[a,G]=Gd$, and `jastrow_shift_sq` does the same for the square. Both use only $G^{-1}G=1$. In `transcorrelated_hamiltonian`, the potential is treated as a shift by $d=0$ (`hVs`), the momenta are shifted in `hL`, and the squares are expanded in `hS`. After `double_comm` and `comm_hamiltonian` have been inserted, `abel` matches the sums. The proof does not call on `nested_eq_zero`: the finite formula comes directly from the shifted momenta, without summing a commutator series.

**The examples.** `comm_momentum` is the Leibniz rule applied to $\tau f$. Within `polynomial_witness`, `hm` says that multiplication operators commute, and `hsq` supplies the minus sign from $(-i)^2$; the general theorem `double_comm` does the rest. For `jastrow_witness`, apart from the immediate $[T,T]=0$, each matrix equation is split into its nine entries, which are then computed as rational numbers.
